# A Fourier-tail bound on eigenvalue errors from a one-dimensional FFT grid

A plane-wave calculation that samples the potential on an FFT grid involves a choice of the number $N$ of grid points. For one particle in a fixed, real, one-dimensional potential with absolutely summable Fourier coefficients $c_q$, and waves $|k|\le n$, the result bounds the error of that choice. If $N\ge 2n+1$, each ordered eigenvalue moves by at most $\sum_{|q|\ge N-2n}|c_q|$. The error from truncating the basis at $n$ is a separate matter.

## Waves, potential and Hamiltonian

In Lean 4 with Mathlib:

```lean
import Mathlib

open Matrix ComplexConjugate

noncomputable section

namespace PlaneWaveAliasing

/-- The plane waves with integer wave number `|k| ≤ n`. -/
abbrev Waves (n : ℕ) := {k : ℤ // k ∈ Finset.Icc (-(n : ℤ)) n}
```

`Waves n` is the type of integers $k$ with $|k|\le n$; it labels the $2n+1$ basis functions.

```lean
/-- The plane wave `exp(2πi q x)` on the unit cell. -/
def wave (q : ℤ) (x : ℝ) : ℂ := Complex.exp (2 * Real.pi * Complex.I * q * x)
```

This is $e_q(x)=e^{2\pi iqx}$, on a cell of length 1.

```lean
/-- The potential with Fourier coefficients `c`, for absolutely summable `c`. -/
def potential (c : ℤ → ℂ) (x : ℝ) : ℂ := ∑' q : ℤ, c q * wave q x
```

$V(x)=\sum_q c_q e_q(x)$; `∑'` is an infinite sum.

```lean
/-- The exact potential matrix `c (k - l)` between plane waves. -/
def exactPotential (c : ℤ → ℂ) (n : ℕ) : Matrix (Waves n) (Waves n) ℂ :=
  Matrix.of fun k l => c ((k : ℤ) - l)
```

The exact matrix element is $c_{k-l}$.

```lean
/-- The potential matrix with the cell integral replaced by the average over
`N ≥ 1` equidistant grid points. -/
def gridPotential (c : ℤ → ℂ) (N n : ℕ) : Matrix (Waves n) (Waves n) ℂ :=
  Matrix.of fun k l => (N : ℂ)⁻¹ * ∑ j ∈ Finset.range N,
    conj (wave k ((j : ℝ) / N)) * potential c ((j : ℝ) / N) * wave l ((j : ℝ) / N)
```

With $x_j=j/N$, the grid gives $G_{kl}=\frac1N\sum_{j=0}^{N-1}\overline{e_k(x_j)}\,V(x_j)\,e_l(x_j)$. The full $V$ is sampled, not a filtered one.

```lean
/-- The Hamiltonian with real diagonal part `t` and potential matrix `W`. -/
def hamiltonian {n : ℕ} (t : Waves n → ℝ) (W : Matrix (Waves n) (Waves n) ℂ) :
    Matrix (Waves n) (Waves n) ℂ := Matrix.diagonal (fun k => (t k : ℂ)) + W
```

The Hamiltonian is $T+W$, where $T$ is diagonal with arbitrary real entries `t`, such as kinetic energies.

```lean
/-- The sum of `|c q|` over `|q| ≥ m`, for absolutely summable `c`. -/
def aliasTail (c : ℤ → ℂ) (m : ℤ) : ℝ := ∑' q : ℤ, if m ≤ |q| then ‖c q‖ else 0
```

`aliasTail c m` is $\tau_m=\sum_{|q|\ge m}|c_q|$.

## Grid averages and Hermiticity

```lean
/-- Complex conjugation reverses the wave number of a plane wave. -/
theorem wave_conj (q : ℤ) (x : ℝ) : conj (wave q x) = wave (-q) x := by
  simp only [wave, ← Complex.exp_conj, map_mul, Complex.conj_ofReal, Complex.conj_I,
    map_ofNat, map_intCast]
  congr 1
  push_cast
  ring
```

$\overline{e_q}=e_{-q}$.

```lean
/-- On a grid of `N ≥ 1` points a plane wave averages to one if `N` divides its wave
number, and to zero otherwise. -/
theorem grid_orthogonality {N : ℕ} (hN : 1 ≤ N) (r : ℤ) :
    (N : ℂ)⁻¹ * ∑ j ∈ Finset.range N, wave r ((j : ℝ) / N) =
      if (N : ℤ) ∣ r then 1 else 0 := by
  have hN0 : (N : ℂ) ≠ 0 := by exact_mod_cast (by omega : N ≠ 0)
  have hpow : ∀ j : ℕ, wave r ((j : ℝ) / N) = (wave r (1 / (N : ℝ))) ^ j := by
    intro j
    simp only [wave]
    rw [← Complex.exp_nat_mul]
    congr 1
    push_cast
    ring
  have hN1 : (wave r (1 / (N : ℝ))) ^ N = 1 := by
    rw [← hpow N, wave, Complex.exp_eq_one_iff]
    refine ⟨r, ?_⟩
    push_cast
    rw [div_self hN0]
    ring
  have hone : wave r (1 / (N : ℝ)) = 1 ↔ (N : ℤ) ∣ r := by
    have hinv : (N : ℂ) * (1 / N) = 1 := mul_one_div_cancel hN0
    rw [wave, Complex.exp_eq_one_iff]
    push_cast
    constructor
    · rintro ⟨m, hm⟩
      refine ⟨m, ?_⟩
      have h : (r : ℂ) = N * m := by
        apply mul_left_cancel₀ Complex.two_pi_I_ne_zero
        linear_combination (N : ℂ) * hm - 2 * Real.pi * Complex.I * r * hinv
      exact_mod_cast h
    · rintro ⟨m, rfl⟩
      refine ⟨m, ?_⟩
      push_cast
      linear_combination 2 * Real.pi * Complex.I * m * hinv
  simp only [hpow]
  split_ifs with h
  · simp only [hone.2 h, one_pow, Finset.sum_const, Finset.card_range, nsmul_eq_mul, mul_one]
    exact inv_mul_cancel₀ hN0
  · rw [geom_sum_eq (fun h1 => h (hone.1 h1)), hN1]
    simp
```

Put $\omega=e^{2\pi ir/N}$, so $\omega^N=1$. If $N\mid r$, then $\omega=1$ and the average is 1. Otherwise the geometric sum $(\omega^N-1)/(\omega-1)$ vanishes. `hone` separates the cases.

```lean
/-- If `c (-q) = conj (c q)`, the exact plane-wave Hamiltonian is Hermitian. -/
theorem exact_isHermitian {c : ℤ → ℂ} (hr : ∀ q, c (-q) = conj (c q)) {n : ℕ}
    (t : Waves n → ℝ) : (hamiltonian t (exactPotential c n)).IsHermitian := by
  refine Matrix.IsHermitian.add ((Matrix.diagonal_conjTranspose _).trans
    (congrArg _ (funext fun k => Complex.conj_ofReal (t k)))) ?_
  exact Matrix.IsHermitian.ext fun k l => (hr _).symm.trans (by rw [neg_sub]; rfl)
```

The hypothesis `hr`, $c_{-q}=\overline{c_q}$, says that $V$ is real. It gives $\overline{c_{l-k}}=c_{k-l}$.

```lean
/-- If `c (-q) = conj (c q)`, the Hamiltonian with the grid potential is Hermitian. -/
theorem grid_isHermitian {c : ℤ → ℂ} (hr : ∀ q, c (-q) = conj (c q)) (N : ℕ) {n : ℕ}
    (t : Waves n → ℝ) : (hamiltonian t (gridPotential c N n)).IsHermitian := by
  -- the potential is real at every point
  have hV : ∀ x, conj (potential c x) = potential c x := by
    intro x
    rw [potential, Complex.conj_tsum, ← (Equiv.neg ℤ).tsum_eq]
    refine tsum_congr fun q => ?_
    simp only [Equiv.neg_apply, map_mul, hr, wave_conj, neg_neg, Complex.conj_conj]
  refine Matrix.IsHermitian.add ((Matrix.diagonal_conjTranspose _).trans
    (congrArg _ (funext fun k => Complex.conj_ofReal (t k)))) ?_
  refine Matrix.IsHermitian.ext fun k l => ?_
  change conj (gridPotential c N n l k) = _
  simp only [gridPotential, Matrix.of_apply, map_mul, map_inv₀, map_natCast, map_sum, hV,
    Complex.conj_conj]
  congr 1
  exact Finset.sum_congr rfl fun j _ => by ring
```

Here $\overline{V}=\sum_q c_{-q}e_{-q}=V$ at every point, hence $\overline{G_{lk}}=G_{kl}$.

## From matrix errors to eigenvalue errors

```lean
/-- If the quadratic form of a Hermitian `A` exceeds that of a Hermitian `B` by at most
`δ` times the squared norm, each ordered eigenvalue does so by at most `δ`. -/
theorem eigenvalue_le_of_form_le {ι : Type*} [Fintype ι] [DecidableEq ι]
    {A B : Matrix ι ι ℂ} (hA : A.IsHermitian) (hB : B.IsHermitian) {δ : ℝ}
    (h : ∀ x : ι → ℂ, (star x ⬝ᵥ A *ᵥ x).re ≤
      (star x ⬝ᵥ B *ᵥ x).re + δ * ∑ k, ‖x k‖ ^ 2) (i : Fin (Fintype.card ι)) :
    hA.eigenvalues₀ i ≤ hB.eigenvalues₀ i + δ := by
  -- the quadratic form in an eigenbasis
  have key : ∀ (M : Matrix ι ι ℂ) (hM : M.IsHermitian),
      ∃ a : OrthonormalBasis (Fin (Fintype.card ι)) ℂ (EuclideanSpace ℂ ι),
        ∀ x : EuclideanSpace ℂ ι, (star x.ofLp ⬝ᵥ M *ᵥ x.ofLp).re =
          ∑ j, hM.eigenvalues₀ j * ‖inner ℂ (a j) x‖ ^ 2 := by
    intro M hM
    have hS := isSymmetric_toEuclideanLin_iff.2 hM
    let a := hS.eigenvectorBasis finrank_euclideanSpace
    refine ⟨a, fun x => ?_⟩
    have hq : star x.ofLp ⬝ᵥ M *ᵥ x.ofLp = inner ℂ x (M.toEuclideanLin x) := by
      rw [EuclideanSpace.inner_eq_star_dotProduct, dotProduct_comm]
      rfl
    rw [hq, ← a.sum_inner_mul_inner, Complex.re_sum]
    refine Finset.sum_congr rfl fun j _ => ?_
    have he : M.toEuclideanLin (a j) = (hM.eigenvalues₀ j : ℂ) • a j :=
      hS.apply_eigenvectorBasis finrank_euclideanSpace j
    rw [← hS (a j) x, he, inner_smul_left, Complex.conj_ofReal, ← inner_conj_symm x (a j)]
    have h2 : conj (inner ℂ (a j) x) * ((hM.eigenvalues₀ j : ℂ) * inner ℂ (a j) x) =
        ((hM.eigenvalues₀ j * ‖inner ℂ (a j) x‖ ^ 2 : ℝ) : ℂ) := by
      push_cast
      linear_combination (hM.eigenvalues₀ j : ℂ) * Complex.conj_mul' (inner ℂ (a j) x)
    rw [h2, Complex.ofReal_re]
  obtain ⟨a, ha⟩ := key A hA
  obtain ⟨b, hb⟩ := key B hB
  -- one condition fewer than dimensions leaves a nonzero vector
  obtain ⟨x, hx0, hx⟩ : ∃ x : EuclideanSpace ℂ ι, x ≠ 0 ∧
      ∀ j, j ≠ i → inner ℂ (if j < i then b j else a j) x = 0 := by
    by_contra! hcon
    let L : EuclideanSpace ℂ ι →ₗ[ℂ] ({j // j ≠ i} → ℂ) :=
      { toFun := fun x j => inner ℂ (if j.1 < i then b j.1 else a j.1) x
        map_add' := fun x y => funext fun j => inner_add_right _ _ _
        map_smul' := fun r x => funext fun j => inner_smul_right _ _ _ }
    have hinj : Function.Injective L := by
      rw [← LinearMap.ker_eq_bot, LinearMap.ker_eq_bot']
      intro x hx
      by_contra hne
      obtain ⟨j, hj, hj'⟩ := hcon x hne
      exact hj' (congrFun hx ⟨j, hj⟩)
    have h1 := LinearMap.finrank_le_finrank_of_injective hinj
    rw [finrank_euclideanSpace, Module.finrank_fintype_fun_eq_card] at h1
    have h2 := Fintype.card_subtype_lt (p := fun j => j ≠ i) (x := i) (by simp)
    rw [Fintype.card_fin] at h2
    exact absurd h1 (not_le_of_gt h2)
  have hlow : hA.eigenvalues₀ i * ‖x‖ ^ 2 ≤ (star x.ofLp ⬝ᵥ A *ᵥ x.ofLp).re := by
    rw [ha, ← a.sum_sq_norm_inner_right x, Finset.mul_sum]
    refine Finset.sum_le_sum fun j _ => ?_
    rcases le_or_gt j i with hj | hj
    · exact mul_le_mul_of_nonneg_right (hA.eigenvalues₀_antitone hj) (sq_nonneg _)
    · have h0 := hx j hj.ne'
      rw [if_neg (not_lt_of_ge hj.le)] at h0
      simp [h0]
  have hupp : (star x.ofLp ⬝ᵥ B *ᵥ x.ofLp).re ≤ hB.eigenvalues₀ i * ‖x‖ ^ 2 := by
    rw [hb, ← b.sum_sq_norm_inner_right x, Finset.mul_sum]
    refine Finset.sum_le_sum fun j _ => ?_
    rcases le_or_gt i j with hj | hj
    · exact mul_le_mul_of_nonneg_right (hB.eigenvalues₀_antitone hj) (sq_nonneg _)
    · have h0 := hx j hj.ne
      rw [if_pos hj] at h0
      simp [h0]
  have hform := h x.ofLp
  rw [← EuclideanSpace.norm_sq_eq x] at hform
  have hpos : 0 < ‖x‖ ^ 2 := pow_pos (norm_pos_iff.2 hx0) 2
  exact le_of_mul_le_mul_right (by linarith) hpos
```

`eigenvalues₀` lists eigenvalues in decreasing order with multiplicity, from index 0. Let $A,B$ have eigenvalues $\alpha_j,\beta_j$ and orthonormal eigenvectors $a_j,b_j$. Requiring $x\perp b_j$ for $j<i$ and $x\perp a_j$ for $j>i$ imposes one condition fewer than there are dimensions, so some $x\ne0$ remains (the map `L` cannot be injective). Then
$$\alpha_i\|x\|^2\le x^\dagger Ax\le x^\dagger Bx+\delta\|x\|^2\le(\beta_i+\delta)\|x\|^2.$$
The outer inequalities are `hlow` and `hupp`, from the eigenbasis expansion `key`. Divide by $\|x\|^2$.

```lean
/-- If every absolute row sum of the difference of two Hermitian matrices is at most `δ`,
their ordered eigenvalues differ by at most `δ`. -/
theorem eigenvalue_shift_le {ι : Type*} [Fintype ι] [DecidableEq ι]
    {A B : Matrix ι ι ℂ} (hA : A.IsHermitian) (hB : B.IsHermitian) {δ : ℝ}
    (h : ∀ k, ∑ l, ‖(A - B) k l‖ ≤ δ) (i : Fin (Fintype.card ι)) :
    |hA.eigenvalues₀ i - hB.eigenvalues₀ i| ≤ δ := by
  have hsym : ∀ k l, ‖(A - B) l k‖ = ‖(A - B) k l‖ := fun k l => by
    rw [← (hA.sub hB).apply k l, norm_star]
  have hform : ∀ x : ι → ℂ, ‖star x ⬝ᵥ (A - B) *ᵥ x‖ ≤ δ * ∑ k, ‖x k‖ ^ 2 := by
    intro x
    generalize A - B = E at h hsym ⊢
    have hswap : ∑ k, ∑ l, ‖E k l‖ * ‖x l‖ ^ 2 = ∑ k, ∑ l, ‖E k l‖ * ‖x k‖ ^ 2 := by
      rw [Finset.sum_comm]
      exact Finset.sum_congr rfl fun k _ => Finset.sum_congr rfl fun l _ => by rw [hsym k l]
    calc ‖star x ⬝ᵥ E *ᵥ x‖
        ≤ ∑ k, ∑ l, (‖E k l‖ * ‖x k‖ ^ 2 + ‖E k l‖ * ‖x l‖ ^ 2) / 2 := by
          simp only [dotProduct, Matrix.mulVec, Finset.mul_sum]
          refine (norm_sum_le _ _).trans (Finset.sum_le_sum fun k _ =>
            (norm_sum_le _ _).trans (Finset.sum_le_sum fun l _ => ?_))
          rw [norm_mul, norm_mul, Pi.star_apply, norm_star]
          nlinarith [mul_nonneg (norm_nonneg (E k l)) (sq_nonneg (‖x k‖ - ‖x l‖))]
      _ = ∑ k, ∑ l, ‖E k l‖ * ‖x k‖ ^ 2 := by
          simp only [← Finset.sum_div, Finset.sum_add_distrib, hswap]
          ring
      _ ≤ δ * ∑ k, ‖x k‖ ^ 2 := by
          rw [Finset.mul_sum]
          refine Finset.sum_le_sum fun k _ => ?_
          rw [← Finset.sum_mul]
          exact mul_le_mul_of_nonneg_right (h k) (sq_nonneg _)
  have hre : ∀ x : ι → ℂ, |(star x ⬝ᵥ A *ᵥ x).re - (star x ⬝ᵥ B *ᵥ x).re| ≤
      δ * ∑ k, ‖x k‖ ^ 2 := fun x => by
    rw [← Complex.sub_re, ← dotProduct_sub, ← Matrix.sub_mulVec]
    exact (Complex.abs_re_le_norm _).trans (hform x)
  have h1 := eigenvalue_le_of_form_le hA hB (δ := δ)
    (fun x => by linarith [(abs_le.1 (hre x)).2]) i
  have h2 := eigenvalue_le_of_form_le hB hA (δ := δ)
    (fun x => by linarith [(abs_le.1 (hre x)).1]) i
  exact abs_le.2 ⟨by linarith, by linarith⟩
```

For $E=A-B$, use $|x_k||x_l|\le(|x_k|^2+|x_l|^2)/2$ and $|E_{kl}|=|E_{lk}|$:
$$|x^\dagger Ex|\le\sum_{k,l}|E_{kl}|\,|x_k||x_l|\le\sum_k|x_k|^2\sum_l|E_{kl}|\le\delta\|x\|^2.$$
The previous theorem, applied in both directions, bounds the eigenvalue difference.

## The aliasing bound

```lean
/-- For absolutely summable `c` and `N ≥ 1`, the grid error of the matrix element `(k, l)`
is the sum of all `c q` with `q ≠ k - l` and `q` congruent to `k - l` modulo `N`. -/
theorem grid_sub_exact {c : ℤ → ℂ} (hc : Summable fun q => ‖c q‖) {N n : ℕ} (hN : 1 ≤ N)
    (k l : Waves n) : (gridPotential c N n - exactPotential c n) k l =
      ∑' q : ℤ, if q ≠ (k : ℤ) - l ∧ (N : ℤ) ∣ q - ((k : ℤ) - l) then c q else 0 := by
  have hw : ∀ (q : ℤ) (x : ℝ), ‖wave q x‖ = 1 := fun q x => by
    rw [wave, show (2 * Real.pi * Complex.I * q * x : ℂ) =
      ((2 * Real.pi * q * x : ℝ) : ℂ) * Complex.I by push_cast; ring,
      Complex.norm_exp_ofReal_mul_I]
  have hs : ∀ j : ℕ, Summable fun q : ℤ => c q * wave (q - ((k : ℤ) - l)) ((j : ℝ) / N) :=
    fun j => Summable.of_norm (by simpa only [norm_mul, hw, mul_one] using hc)
  have hprod : ∀ x : ℝ, conj (wave k x) * potential c x * wave l x =
      ∑' q : ℤ, c q * wave (q - ((k : ℤ) - l)) x := by
    intro x
    rw [potential, ← tsum_mul_left, ← tsum_mul_right]
    refine tsum_congr fun q => ?_
    have h : wave (q - ((k : ℤ) - l)) x = wave (-k) x * wave q x * wave l x := by
      simp only [wave, ← Complex.exp_add]
      congr 1
      push_cast
      ring
    rw [h, wave_conj]
    ring
  -- exchange grid sum and Fourier series, then use orthogonality
  have hG : gridPotential c N n k l =
      ∑' q : ℤ, if (N : ℤ) ∣ q - ((k : ℤ) - l) then c q else 0 := by
    simp only [gridPotential, Matrix.of_apply, hprod]
    rw [← Summable.tsum_finsetSum (fun j _ => hs j), ← tsum_mul_left]
    refine tsum_congr fun q => ?_
    rw [← Finset.mul_sum, mul_left_comm, grid_orthogonality hN, mul_ite, mul_one, mul_zero]
  have hf : Summable fun q : ℤ => if (N : ℤ) ∣ q - ((k : ℤ) - l) then c q else 0 :=
    Summable.of_norm_bounded hc fun q => by split_ifs <;> simp
  rw [Matrix.sub_apply, hG, hf.tsum_eq_add_tsum_ite ((k : ℤ) - l)]
  simp only [sub_self, dvd_zero, if_true, exactPotential, Matrix.of_apply, add_sub_cancel_left]
  refine tsum_congr fun q => ?_
  by_cases h1 : q = (k : ℤ) - l <;> simp [h1]
```

Since $\overline{e_k}\,e_q\,e_l=e_{q-(k-l)}$, averaging term by term leaves
$$G_{kl}=\sum_{N\mid q-(k-l)}c_q.$$
Summability permits exchanging the grid sum and the series. Subtracting the term $q=k-l$ leaves the aliases.

```lean
/-- For absolutely summable `c`, `c (-q) = conj (c q)` and `N ≥ 2n + 1`, replacing the exact
potential by the grid potential moves each ordered eigenvalue by at most the sum of `|c q|`
over `|q| ≥ N - 2n`. -/
theorem eigenvalue_aliasing_bound {c : ℤ → ℂ} (hc : Summable fun q => ‖c q‖)
    (hr : ∀ q, c (-q) = conj (c q)) {n N : ℕ} (hN : 2 * n + 1 ≤ N) (t : Waves n → ℝ)
    (i : Fin (Fintype.card (Waves n))) :
    |(grid_isHermitian hr N t).eigenvalues₀ i - (exact_isHermitian hr t).eigenvalues₀ i| ≤
      aliasTail c ((N : ℤ) - 2 * n) := by
  refine eigenvalue_shift_le _ _ (fun k => ?_) i
  have hs : ∀ (P : ℤ → Prop) [DecidablePred P], Summable fun q => if P q then ‖c q‖ else 0 :=
    fun P _ => Summable.of_nonneg_of_le (fun q => by split_ifs <;> simp)
      (fun q => by split_ifs <;> simp) hc
  have hsl := fun l : Waves n =>
    hs (fun q => q ≠ (k : ℤ) - l ∧ (N : ℤ) ∣ q - ((k : ℤ) - l))
  have hzero : ∀ z : ℤ, (N : ℤ) ∣ z → |z| < N → z = 0 := fun z h1 h2 => by
    by_contra hz
    linarith [Int.le_of_dvd (abs_pos.2 hz) ((dvd_abs _ _).2 h1)]
  have hk := Finset.mem_Icc.1 k.2
  simp only [hamiltonian, add_sub_add_left_eq_sub]
  calc ∑ l, ‖(gridPotential c N n - exactPotential c n) k l‖
      ≤ ∑ l : Waves n, ∑' q : ℤ,
          if q ≠ (k : ℤ) - l ∧ (N : ℤ) ∣ q - ((k : ℤ) - l) then ‖c q‖ else 0 := by
        refine Finset.sum_le_sum fun l _ => ?_
        rw [grid_sub_exact hc (by omega)]
        exact tsum_of_norm_bounded (hsl l).hasSum fun q => by split_ifs <;> simp
    _ = ∑' q : ℤ, ∑ l : Waves n,
          if q ≠ (k : ℤ) - l ∧ (N : ℤ) ∣ q - ((k : ℤ) - l) then ‖c q‖ else 0 :=
        (Summable.tsum_finsetSum fun l _ => hsl l).symm
    _ ≤ aliasTail c ((N : ℤ) - 2 * n) := by
        refine Summable.tsum_le_tsum (fun q => ?_) (summable_sum fun l _ => hsl l)
          (hs fun q => (N : ℤ) - 2 * n ≤ |q|)
        by_cases hex : ∃ m : Waves n, q ≠ (k : ℤ) - m ∧ (N : ℤ) ∣ q - ((k : ℤ) - m)
        · -- each `q` is aliased into one column only, and `|q|` is large
          obtain ⟨m, hm, hd⟩ := hex
          have hm2 := Finset.mem_Icc.1 m.2
          have hq : (N : ℤ) - 2 * n ≤ |q| := by
            by_contra hlt
            have hq2 := abs_lt.1 (not_le.1 hlt)
            have := hzero _ hd (abs_lt.2 ⟨by omega, by omega⟩)
            omega
          rw [Finset.sum_eq_single m, if_pos ⟨hm, hd⟩, if_pos hq]
          · intro l _ hl
            refine if_neg fun hP => hl (Subtype.ext ?_)
            have hl2 := Finset.mem_Icc.1 l.2
            have hd2 : (N : ℤ) ∣ (l : ℤ) - m := by
              have := dvd_sub hP.2 hd
              rwa [show q - ((k : ℤ) - l) - (q - ((k : ℤ) - m)) = (l : ℤ) - m by ring] at this
            have := hzero _ hd2 (abs_lt.2 ⟨by omega, by omega⟩)
            omega
          · exact fun hm' => absurd (Finset.mem_univ m) hm'
        · rw [Finset.sum_eq_zero fun l _ => if_neg fun hP => hex ⟨l, hP⟩]
          split_ifs <;> simp
```

$T$ cancels in the difference. Fix $k$. An alias has $q=k-l+sN$ with $s\ne0$, so $|q|\ge N-|k-l|\ge N-2n$. If the same $q$ entered columns $l$ and $m$, then $N\mid l-m$ with $|l-m|\le2n<N$, so $l=m$; `hzero` supplies this step. Each $|c_q|$ therefore occurs at most once in a row, and
$$\sum_l|G_{kl}-c_{k-l}|\le\tau_{N-2n}.$$
The row-sum theorem finishes the proof.

```lean
/-- Let the basis consist of the constant wave (`n = 0`) and let `N ≥ 1`. If the summable
coefficients are nonnegative, even in `q`, and vanish unless `N` divides `q`, the grid potential
raises the eigenvalue by exactly the sum of `|c q|` over `|q| ≥ N`. -/
theorem aliasing_bound_attained {c : ℤ → ℂ} (hc : Summable fun q => ‖c q‖)
    (hr : ∀ q, c (-q) = conj (c q)) {N : ℕ} (hN : 1 ≤ N) (hpos : ∀ q, c q = (‖c q‖ : ℂ))
    (hsupp : ∀ q, ¬ (N : ℤ) ∣ q → c q = 0) (t : Waves 0 → ℝ)
    (i : Fin (Fintype.card (Waves 0))) :
    (grid_isHermitian hr N t).eigenvalues₀ i - (exact_isHermitian hr t).eigenvalues₀ i =
      aliasTail c N := by
  have hE : hamiltonian t (gridPotential c N 0) - hamiltonian t (exactPotential c 0) =
      (aliasTail c N : ℂ) • (1 : Matrix (Waves 0) (Waves 0) ℂ) := by
    simp only [hamiltonian, add_sub_add_left_eq_sub]
    ext k l
    have hk := Finset.mem_Icc.1 k.2
    have hl := Finset.mem_Icc.1 l.2
    obtain rfl : k = l := Subtype.ext (by omega)
    rw [grid_sub_exact hc hN, Matrix.smul_apply, Matrix.one_apply_eq, smul_eq_mul, mul_one,
      aliasTail, Complex.ofReal_tsum]
    refine tsum_congr fun q => ?_
    simp only [sub_self, sub_zero]
    by_cases hd : (N : ℤ) ∣ q
    · by_cases h0 : q = 0
      · have : ¬ (N : ℤ) ≤ |q| := by rw [h0, abs_zero]; omega
        rw [if_neg (fun h => h.1 h0), if_neg this, Complex.ofReal_zero]
      · rw [if_pos ⟨h0, hd⟩, if_pos (Int.le_of_dvd (abs_pos.2 h0) ((dvd_abs _ _).2 hd))]
        exact hpos q
    · simp [hsupp q hd]
  have hform : ∀ x : Waves 0 → ℂ,
      (star x ⬝ᵥ hamiltonian t (gridPotential c N 0) *ᵥ x).re =
        (star x ⬝ᵥ hamiltonian t (exactPotential c 0) *ᵥ x).re +
          aliasTail c N * ∑ k, ‖x k‖ ^ 2 := by
    intro x
    have hx : star x ⬝ᵥ x = ((∑ k, ‖x k‖ ^ 2 : ℝ) : ℂ) := by
      push_cast
      exact Finset.sum_congr rfl fun k _ => Complex.conj_mul' (x k)
    rw [sub_eq_iff_eq_add'.1 hE, Matrix.add_mulVec, dotProduct_add, Matrix.smul_mulVec,
      Matrix.one_mulVec, dotProduct_smul, hx, smul_eq_mul, ← Complex.ofReal_mul,
      Complex.add_re, Complex.ofReal_re]
  -- compare the forms in both directions
  have h1 := eigenvalue_le_of_form_le (grid_isHermitian hr N t) (exact_isHermitian hr t)
    (fun x => (hform x).le) i
  have h2 := eigenvalue_le_of_form_le (exact_isHermitian hr t) (grid_isHermitian hr N t)
    (δ := -aliasTail c N) (fun x => by rw [hform x]; linarith) i
  linarith

end PlaneWaveAliasing
```

For $n=0$ the matrices are $1\times1$. With nonnegative $c_q$ supported on multiples of $N$, the shift is
$$\sum_{q\ne0,\;N\mid q}c_q=\tau_N,$$
so the bound is attained. Physically, $V$ repeats between grid points, and every sample hits its maximum $V(0)$. In the code, `hE` writes the matrix difference as $\tau_N$ times the identity, and two form comparisons give equality.

```lean
#print axioms PlaneWaveAliasing.eigenvalue_aliasing_bound
#print axioms PlaneWaveAliasing.aliasing_bound_attained
```

```
'PlaneWaveAliasing.eigenvalue_aliasing_bound' depends on axioms: [propext, Classical.choice, Quot.sound]
'PlaneWaveAliasing.aliasing_bound_attained' depends on axioms: [propext, Classical.choice, Quot.sound]
```
